# For $U>0$ the Dudarev energy of a Hermitian $d\times d$ occupation matrix is at most $Ud/8$, reached only at $n=\frac12\mathbb 1$

## Question

Without an upper bound, I can't tell whether a Hubbard correction computed from some occupation matrix is larger than any Hermitian matrix of that size could produce, nor which matrix is penalised most. For a diagonal matrix with occupations $f_i$, each term $f_i(1-f_i)$ is at most $1/4$, but my matrices have off-diagonal entries. The claim: for the Hermitian $d\times d$ occupation matrix $n$ of one shell and one spin direction, and $U>0$,
$$\mathrm{Tr}(n-n^2)=\frac d4-\mathrm{Tr}\big[(n-\tfrac12\mathbb 1)^2\big],$$
so $E=\frac U2\mathrm{Tr}(n-n^2)\le Ud/8$, with equality exactly when $n=\frac12\mathbb 1$. How is this stated and proved in Lean 4 with Mathlib?

## Answer

### The physics in Lean

The orbitals of one correlated shell, for one spin direction, are labelled by a finite type `ι`, with $d$ equal to `Fintype.card ι`, and $n$ is a `Matrix ι ι ℂ`. The real number `U` is the single effective Hubbard parameter, the on-site Coulomb parameter minus the exchange parameter. The definition `energy U n` is $E=\frac U2\,\mathrm{Re}\,\mathrm{Tr}(n-n^2)$; the real part makes $E$ a real number for any square matrix and discards nothing for a Hermitian one. For real $c$, `dev c n` is the deviation $\delta_c=n-c\mathbb 1$ from uniform filling, and for a matrix $A$, `frobSq A` is $\|A\|^2=\sum_{i,j}|A_{ij}|^2$.

Hermiticity, `n.IsHermitian`, is assumed, not derived from projectors and Kohn–Sham orbitals. The physical condition that the eigenvalues of $n$ lie in $[0,1]$ is never imposed. The main bound allows $d=0$, where both sides vanish.

### Derivation by hand

Since $\mathbb 1$ commutes with $n$, $\delta_c^2=n^2-2cn+c^2\mathbb 1$. Taking the trace, $\mathrm{Tr}\,n^2=\mathrm{Tr}\,\delta_c^2+2c\,\mathrm{Tr}\,n-c^2d$, hence for every square $n$
$$\mathrm{Tr}(n-n^2)=(1-2c)\,\mathrm{Tr}\,n+c^2d-\mathrm{Tr}\,\delta_c^2 .$$
At $c=\frac12$ the first term drops out and $\mathrm{Tr}(n-n^2)=d/4-\mathrm{Tr}\,\delta_{1/2}^2$.

Let $n$ be Hermitian. Because $c$ is real, $\delta_c$ is Hermitian too, so $(\delta_c)_{ji}=\overline{(\delta_c)_{ij}}$ and
$$\mathrm{Tr}\,\delta_c^2=\sum_{i,j}(\delta_c)_{ij}(\delta_c)_{ji}=\sum_{i,j}|(\delta_c)_{ij}|^2=\|\delta_c\|^2 .$$
Therefore
$$E=\frac{Ud}{8}-\frac U2\|\delta_{1/2}\|^2 .$$
For $U>0$ the subtracted term is nonnegative, so $E\le Ud/8$. Equality requires $\|\delta_{1/2}\|^2=0$; a sum of squared moduli vanishes only when every entry does, that is when $n=\frac12\mathbb 1$, and conversely this $n$ gives equality.

For several blocks $n_s$ of dimension $d_s$ with parameters $U_s>0$, where $s$ runs over sites and spins, the bounds add to $\sum_sE_s\le\sum_sU_sd_s/8$, with $E_s$ the energy of block $s$. The sums agree only if each term agrees, so every block must be $\frac12\mathbb 1$.

The same argument gives a neighbouring bound at fixed occupation. If $\mathrm{Tr}\,n=N$ and $d>0$, choose $c=N/d$. Then $(1-2c)N+c^2d=N-2N^2/d+N^2/d=N-N^2/d$, so
$$E=\frac U2\Big(N-\frac{N^2}{d}\Big)-\frac U2\|\delta_{N/d}\|^2\le\frac U2\Big(N-\frac{N^2}{d}\Big),$$
with equality exactly when $n=(N/d)\mathbb 1$.

As an instance take $d=2$, $U=4$ and $n=\begin{pmatrix}0.8&0.2\\0.2&0.4\end{pmatrix}$. The diagonal of $n^2$ is $(0.68,\,0.20)$, so $\mathrm{Tr}(n-n^2)=1.2-0.88=0.32$ and $E=0.64$. The entries of $\delta_{1/2}$ are $0.3,\,0.2,\,0.2,\,-0.1$, giving $\|\delta_{1/2}\|^2=0.18$ and $0.5-0.18=0.32$ again. The general bound is $1$; the bound at $N=1.2$ is $2(1.2-0.72)=0.96$.

### The file

```lean
import Mathlib

open Matrix

namespace DudarevMaximum

noncomputable section

variable {ι : Type*} [Fintype ι] [DecidableEq ι]

/-- The Dudarev energy `(U/2) Re Tr(n - n²)` of an occupation matrix `n`. -/
def energy (U : ℝ) (n : Matrix ι ι ℂ) : ℝ := U / 2 * (trace (n - n * n)).re

/-- The deviation `n - c·1` of an occupation matrix from uniform filling `c`. -/
def dev (c : ℝ) (n : Matrix ι ι ℂ) : Matrix ι ι ℂ := n - (c : ℂ) • (1 : Matrix ι ι ℂ)

/-- The squared Frobenius norm `∑ |A_ij|²`. -/
def frobSq (A : Matrix ι ι ℂ) : ℝ := ∑ i, ∑ j, Complex.normSq (A i j)

/-- Completing the square around any uniform filling `c`:
`Tr(n - n²) = (1 - 2c) Tr n + c² d - Tr((n - c)²)` for every square matrix `n`. -/
theorem trace_complete_square (c : ℝ) (n : Matrix ι ι ℂ) :
    trace (n - n * n) = (1 - 2 * (c : ℂ)) * trace n + (c : ℂ) ^ 2 * Fintype.card ι
      - trace (dev c n * dev c n) := by
  simp only [dev, Matrix.mul_sub, Matrix.sub_mul, Matrix.mul_smul, Matrix.smul_mul,
    Matrix.mul_one, Matrix.one_mul, trace_sub, trace_smul, trace_one, smul_eq_mul]
  ring

/-- `Tr(n - n²) = d/4 - Tr((n - 1/2)²)` for every square matrix `n`. -/
theorem trace_half_filling (n : Matrix ι ι ℂ) :
    trace (n - n * n) = (Fintype.card ι : ℂ) / 4 - trace (dev (1 / 2) n * dev (1 / 2) n) := by
  rw [trace_complete_square (1 / 2) n]
  push_cast
  ring

/-- For Hermitian `n` and real `c`, `Tr((n - c)²)` is the squared Frobenius norm of `n - c`. -/
theorem trace_dev_sq (c : ℝ) {n : Matrix ι ι ℂ} (hn : n.IsHermitian) :
    trace (dev c n * dev c n) = (frobSq (dev c n) : ℂ) := by
  -- the deviation is again Hermitian
  have hd : (dev c n)ᴴ = dev c n := by
    simp [dev, conjTranspose_sub, conjTranspose_smul, hn.eq]
  have h : ∀ i j, dev c n j i = starRingEnd ℂ (dev c n i j) := by
    intro i j
    have h1 := congrFun (congrFun hd j) i
    rw [conjTranspose_apply] at h1
    exact h1.symm
  simp only [trace, diag_apply, Matrix.mul_apply, frobSq, Complex.ofReal_sum]
  refine Finset.sum_congr rfl fun i _ => Finset.sum_congr rfl fun j _ => ?_
  rw [h i j, Complex.mul_conj]

/-- The squared Frobenius norm of `n - c` is nonnegative, and it vanishes exactly when
`n = c·1`. -/
theorem frobSq_dev (c : ℝ) (n : Matrix ι ι ℂ) :
    0 ≤ frobSq (dev c n) ∧
      (frobSq (dev c n) = 0 ↔ n = (c : ℂ) • (1 : Matrix ι ι ℂ)) := by
  have hrow : ∀ i, 0 ≤ ∑ j, Complex.normSq (dev c n i j) :=
    fun i => Finset.sum_nonneg fun j _ => Complex.normSq_nonneg _
  refine ⟨Finset.sum_nonneg fun i _ => hrow i, ?_, ?_⟩
  · intro h
    have hz : dev c n = 0 := by
      ext i j
      -- each row sum vanishes, hence each entry
      have hi := (Finset.sum_eq_zero_iff_of_nonneg fun i _ => hrow i).1 h i (Finset.mem_univ i)
      have hij := (Finset.sum_eq_zero_iff_of_nonneg
        fun j _ => Complex.normSq_nonneg (dev c n i j)).1 hi j (Finset.mem_univ j)
      exact Complex.normSq_eq_zero.1 hij
    exact sub_eq_zero.1 hz
  · intro h
    have hz : dev c n = 0 := sub_eq_zero.2 h
    rw [hz]
    simp [frobSq]

/-- For Hermitian `n` the Dudarev energy equals `U d/8 - (U/2) ∑ |(n - 1/2)_ij|²`. -/
theorem energy_eq (U : ℝ) {n : Matrix ι ι ℂ} (hn : n.IsHermitian) :
    energy U n = U * Fintype.card ι / 8 - U / 2 * frobSq (dev (1 / 2) n) := by
  have h : trace (n - n * n)
      = (((Fintype.card ι : ℝ) / 4 - frobSq (dev (1 / 2) n) : ℝ) : ℂ) := by
    rw [trace_half_filling, trace_dev_sq _ hn, Complex.ofReal_sub, Complex.ofReal_div]
    norm_num
  rw [energy, h, Complex.ofReal_re]
  ring

/-- For a Hermitian `d × d` occupation matrix and `U > 0` the Dudarev energy is at most
`U d/8`, with equality exactly when `n` is half the identity. -/
theorem energy_le_max {U : ℝ} (hU : 0 < U) {n : Matrix ι ι ℂ} (hn : n.IsHermitian) :
    energy U n ≤ U * Fintype.card ι / 8 ∧
      (energy U n = U * Fintype.card ι / 8 ↔ n = (1 / 2 : ℂ) • (1 : Matrix ι ι ℂ)) := by
  obtain ⟨h0, hz⟩ := frobSq_dev (1 / 2) n
  have hc : (((1 / 2 : ℝ)) : ℂ) = 1 / 2 := by norm_num
  rw [hc] at hz
  have hU2 : 0 < U / 2 := by linarith
  rw [energy_eq U hn, ← hz]
  refine ⟨?_, ?_, ?_⟩
  · have := mul_nonneg hU2.le h0
    linarith
  · intro h
    have h1 : U / 2 * frobSq (dev (1 / 2) n) = 0 := by linarith
    exact (mul_eq_zero.1 h1).resolve_left hU2.ne'
  · intro h
    rw [h]
    ring

/-- For Hermitian blocks `n_s` of dimension `d_s` with `U_s > 0`, the summed Dudarev energy is at
most `∑ U_s d_s/8`, with equality exactly when every block is half the identity. -/
theorem total_energy_le_max {S : Type*} [Fintype S] {d : S → ℕ} {U : S → ℝ}
    (hU : ∀ s, 0 < U s) {n : ∀ s, Matrix (Fin (d s)) (Fin (d s)) ℂ}
    (hn : ∀ s, (n s).IsHermitian) :
    ∑ s, energy (U s) (n s) ≤ ∑ s, U s * d s / 8 ∧
      (∑ s, energy (U s) (n s) = ∑ s, U s * d s / 8 ↔
        ∀ s, n s = (1 / 2 : ℂ) • (1 : Matrix (Fin (d s)) (Fin (d s)) ℂ)) := by
  have h : ∀ s, energy (U s) (n s) ≤ U s * d s / 8 ∧
      (energy (U s) (n s) = U s * d s / 8 ↔
        n s = (1 / 2 : ℂ) • (1 : Matrix (Fin (d s)) (Fin (d s)) ℂ)) := by
    intro s
    have hs := energy_le_max (hU s) (hn s)
    rw [Fintype.card_fin] at hs
    exact hs
  refine ⟨Finset.sum_le_sum fun s _ => (h s).1, ?_⟩
  rw [Finset.sum_eq_sum_iff_of_le fun s _ => (h s).1]
  exact ⟨fun H s => (h s).2.1 (H s (Finset.mem_univ s)), fun H s _ => (h s).2.2 (H s)⟩

/-- For a Hermitian occupation matrix with `Tr n = N` in dimension `d > 0` and `U > 0`, the
Dudarev energy is at most `(U/2)(N - N²/d)`, with equality exactly when `n = (N/d)·1`. -/
theorem energy_le_fixed_trace [Nonempty ι] {U N : ℝ} (hU : 0 < U) {n : Matrix ι ι ℂ}
    (hn : n.IsHermitian) (hN : trace n = (N : ℂ)) :
    energy U n ≤ U / 2 * (N - N ^ 2 / Fintype.card ι) ∧
      (energy U n = U / 2 * (N - N ^ 2 / Fintype.card ι) ↔
        n = ((N / Fintype.card ι : ℝ) : ℂ) • (1 : Matrix ι ι ℂ)) := by
  have hd : (Fintype.card ι : ℝ) ≠ 0 := Nat.cast_ne_zero.2 Fintype.card_ne_zero
  obtain ⟨c, hc⟩ : ∃ c : ℝ, c = N / Fintype.card ι := ⟨_, rfl⟩
  rw [← hc]
  obtain ⟨h0, hz⟩ := frobSq_dev c n
  -- complete the square around the mean filling c = N/d
  have h : trace (n - n * n)
      = (((1 - 2 * c) * N + c ^ 2 * Fintype.card ι - frobSq (dev c n) : ℝ) : ℂ) := by
    rw [trace_complete_square c n, trace_dev_sq c hn, hN]
    push_cast
    ring
  have hval : (1 - 2 * c) * N + c ^ 2 * Fintype.card ι = N - N ^ 2 / Fintype.card ι := by
    rw [hc]
    field_simp
    ring
  have hE : energy U n = U / 2 * (N - N ^ 2 / Fintype.card ι) - U / 2 * frobSq (dev c n) := by
    rw [energy, h, Complex.ofReal_re, hval]
    ring
  have hU2 : 0 < U / 2 := by linarith
  rw [hE, ← hz]
  refine ⟨?_, ?_, ?_⟩
  · have := mul_nonneg hU2.le h0
    linarith
  · intro h'
    have h1 : U / 2 * frobSq (dev c n) = 0 := by linarith
    exact (mul_eq_zero.1 h1).resolve_left hU2.ne'
  · intro h'
    rw [h']
    ring

/-- For `U > 0` the non-Hermitian matrix `[[1/2, 1], [-1, 1/2]]` has Dudarev energy above
`U·2/8`. -/
theorem bound_fails_nonhermitian {U : ℝ} (hU : 0 < U) :
    U * 2 / 8 < energy U (!![1 / 2, 1; -1, 1 / 2] : Matrix (Fin 2) (Fin 2) ℂ) := by
  have h : trace ((!![1 / 2, 1; -1, 1 / 2] : Matrix (Fin 2) (Fin 2) ℂ)
      - !![1 / 2, 1; -1, 1 / 2] * !![1 / 2, 1; -1, 1 / 2]) = ((5 / 2 : ℝ) : ℂ) := by
    rw [trace_sub, Matrix.mul_fin_two, trace_fin_two_of, trace_fin_two_of]
    norm_num
  rw [energy, h, Complex.ofReal_re]
  linarith

end

end DudarevMaximum
```

```lean
#print axioms DudarevMaximum.total_energy_le_max
-- 'DudarevMaximum.total_energy_le_max' depends on axioms: [propext, Classical.choice, Quot.sound]
#print axioms DudarevMaximum.energy_le_fixed_trace
-- 'DudarevMaximum.energy_le_fixed_trace' depends on axioms: [propext, Classical.choice, Quot.sound]
#print axioms DudarevMaximum.bound_fails_nonhermitian
-- 'DudarevMaximum.bound_fails_nonhermitian' depends on axioms: [propext, Classical.choice, Quot.sound]
```

### Remarks

The identity for general $c$ is `trace_complete_square`: `simp only` multiplies out the product and distributes the trace, and `ring` collects the terms. `trace_half_filling` is its case $c=\frac12$. Neither needs Hermiticity.

In `trace_dev_sq`, `hd` says that $\delta_c$ is Hermitian, `h` is the entrywise form $(\delta_c)_{ji}=\overline{(\delta_c)_{ij}}$, and `Complex.mul_conj` turns each product in the double sum into a squared modulus. `frobSq_dev` gives $\|\delta_c\|^2\ge0$ and the equivalence of $\|\delta_c\|^2=0$ with $n=c\mathbb 1$, applying `Finset.sum_eq_zero_iff_of_nonneg` first to the sum over rows, then within a row. `energy_eq` combines `trace_half_filling` and `trace_dev_sq` into the exact formula for $E$, valid for any real $U$.

The main theorem `energy_le_max` reads: for `0 < U` and Hermitian `n`, the energy is at most `U * Fintype.card ι / 8`, and it equals that value if and only if $n=\frac12\mathbb 1$. After rewriting with `energy_eq`, the inequality is `mul_nonneg` and `linarith`; for equality, `mul_eq_zero` with $U/2\neq0$ forces the norm to vanish.

`total_energy_le_max` takes a finite type `S` of block labels and matrices indexed by `Fin (d s)`; `Finset.sum_eq_sum_iff_of_le` is the term-by-term step. With collinear spins each site and spin is one block carrying the prefactor $U_s/2$, and the summed correction contains no products of different blocks. `energy_le_fixed_trace` has `[Nonempty ι]` for $d>0$, and `hval` is the arithmetic at $c=N/d$.

`bound_fails_nonhermitian` shows what Hermiticity does. For $n=\begin{pmatrix}1/2&1\\-1&1/2\end{pmatrix}$ one has $\delta_{1/2}^2=-\mathbb 1$, so $\mathrm{Tr}(n-n^2)=\frac12+2=\frac52$, the value computed in the proof, and $E=5U/4$. The theorem states that $E$ exceeds $U\cdot2/8$.

In DFT+U calculations with $U>0$ this bounds the one-parameter Dudarev correction for given finite Hermitian occupation matrices. The most penalised case has every orbital half occupied within each spin block. This is not the half-filled high-spin shell, where one spin block is $\mathbb 1$, the other is $0$, and the correction vanishes. The bound concerns the correction term alone, not the self-consistent total energy. The theorems give no lower bound on $E$: a $1\times1$ matrix with entry $2$ is Hermitian and has $E=-U$, so Hermiticity alone does not give $E\ge0$ for $U>0$. The eigenvalue condition that the file leaves out would suffice, since $\mathrm{Tr}(n-n^2)=\sum_k\lambda_k(1-\lambda_k)$ over the eigenvalues $\lambda_k$ of $n$, but it is not necessary: $\mathrm{diag}(0.5,\,1.1)$ has $\mathrm{Tr}(n-n^2)=0.25-0.11=0.14>0$.
